# Bond orders and unit valence in a Hückel ring of $4m+2$ sites with momenta $-m,\dots,m$ doubly occupied

Take a ring of $N = 4m+2$ sites, $m = 0, 1, 2, \dots$, with two electrons in each momentum orbital $k = -m, \dots, m$. The bond order $P(r,r+d)$ between a site $r$ and the site $d$ steps further on, $0 < d < N$, and the sum of its squares are

$$P(r,r+d) = \frac{2\sin(\pi d/2)}{N\sin(\pi d/N)}, \qquad \sum_{d=1}^{N-1} |P(r,r+d)|^2 = 1 .$$

For $N = 6$ the values at $d = 1,\dots,5$ are $\tfrac23, 0, -\tfrac13, 0, \tfrac23$, whose squares add to $\tfrac49+\tfrac19+\tfrac49 = 1$. For $N = 2$ the single bond order is $1$. With one orbital per atom and these orbitals orthonormal, $|P(r,s)|^2$ for $r\ne s$ is the Wiberg bond index, so in the non-interacting Hückel model with equal bonds each carbon of such an annulene has $\pi$ valence one.

## Ring orbitals and the matrix $P$

Each site carries one $\pi$ orbital, and these are taken as orthonormal. The Hückel Hamiltonian acts on amplitudes $\psi(r)$ by $(H\psi)(r) = \alpha\psi(r) + \beta[\psi(r+1)+\psi(r-1)]$. The real parameter $\alpha$ is the energy of an electron on one site and $\beta$ is the resonance integral between neighbours, both the same all round the ring. At $N=2$ the sites $r+1$ and $r-1$ coincide, so this formula couples the two sites by $2\beta$; the bond orders below do not involve $\beta$. The momentum orbitals are $\psi_k(r) = e^{2\pi i k r/N}/\sqrt N$ with integer $k$. For a finite set $S$ of doubly occupied momenta, the charge and bond-order matrix and the number of electrons per site are

$$P(r,s) = 2\sum_{k\in S}\psi_k(r)\,\overline{\psi_k(s)}, \qquad q = \frac{2|S|}{N}.$$

## Reading `annulene_valence`

In Lean, `orbital N k r` is $\psi_k(r)$, `huckel α β ψ r` is $(H\psi)(r)$, `bondOrder N S r s` is $P(r,s)$ with the conjugate on the second site, `siteCharge N S` is $q$, and `shell m` is $\{-m,\dots,m\}$. Sites are plain integers, and the ring enters through the periodicity $\psi_k(r+N) = \psi_k(r)$. The separation `d` is a natural number, and `Ioo 0 N` is the set $1,\dots,N-1$, which reaches every other site once.

Under the single hypothesis `hN : N = 4 * m + 2`, and for every site `r`, the theorem has three parts: the complex number $P(r,r+d)$ equals the real closed form for $0<d<N$; the squared moduli of the matrix elements sum to one; and the squares of the closed form sum to one. Two wider results stand behind it. `valence_sum` gives the sum $q(2-q)$ for $N>0$ and any $S$ whose momenta differ by less than $N$, a condition that ensures no orbital is listed twice (it is sufficient for this, not necessary). `valence_shell` shows that for $2m+1\le N$ the sum for the shell is at most one, with equality exactly when $N = 4m+2$.

The occupation is an input. Neither $\alpha$ nor $\beta$ enters $P$, and no theorem shows that the shell is the lowest filling. The number $4m+2$ recalls Hückel's rule, but the theorems concern bond orders and say nothing about aromatic stability. Overlap, electron repulsion, bond alternation and singly occupied orbitals are absent from the model.

## From orthonormality to $q(2-q)$

Since $\psi_k(r\pm1) = \psi_k(r)\,e^{\pm2\pi i k/N}$, the two neighbours add to $2\cos(2\pi k/N)\,\psi_k(r)$, and $\psi_k$ has energy $\alpha+2\beta\cos(2\pi k/N)$. A product of amplitudes is one phase, $\psi_k(r)\overline{\psi_l(s)} = e^{2\pi i(kr-ls)/N}/N$. Over $N$ consecutive sites starting at any integer $a$, with $w = e^{2\pi i(k-l)/N}$,

$$\sum_{t=0}^{N-1}\psi_k(a+t)\overline{\psi_l(a+t)} = \frac{e^{2\pi i(k-l)a/N}}{N}\sum_{t=0}^{N-1} w^t .$$

For $k=l$ this is $1$. For $0<|k-l|<N$ we have $w^N=1$ and $w\ne1$, so the geometric sum $(w^N-1)/(w-1)$ vanishes. Writing $x_t = a+t$,

$$\sum_t P(r,x_t)P(x_t,s) = 4\sum_{k,l\in S}\psi_k(r)\overline{\psi_l(s)}\sum_t\psi_l(x_t)\overline{\psi_k(x_t)} = 4\sum_{k\in S}\psi_k(r)\overline{\psi_k(s)} = 2P(r,s).$$

On the diagonal each orbital contributes $2/N$, so $P(r,r)=q$. Put $a=s=r$ and use $P(x_t,r) = \overline{P(r,x_t)}$, which gives $\sum_{t=0}^{N-1}|P(r,r+t)|^2 = 2q$. The term $t=0$ is $q^2$, and the rest is $q(2-q) = 1-(q-1)^2$. For the shell $qN = 4m+2$, so the sum is at most one and reaches one exactly when $q=1$, that is $N=4m+2$.

## The Dirichlet kernel

With $x=\pi d/N$, each term is $\psi_k(r)\overline{\psi_k(r+d)} = e^{-2ikx}/N$. Let $D_m(x) = \sum_{k=-m}^{m}e^{-2ikx}$. The identity $\sin x\,D_m(x) = \sin((2m+1)x)$ holds at $m=0$, where $D_0=1$. Passing from $m$ to $m+1$ adds $e^{iy}+e^{-iy} = 2\cos y$ with $y = 2(m+1)x$, while the right side changes by $\sin(y+x)-\sin(y-x) = 2\cos y\sin x$, which matches. For $0<d<N$ the angle $x$ lies strictly between $0$ and $\pi$, so $\sin x>0$ and

$$P(r,r+d) = \frac{2D_m(x)}{N} = \frac{2\sin((2m+1)\pi d/N)}{N\sin(\pi d/N)} .$$

At $N=4m+2$ the ratio $(2m+1)/N$ is $\tfrac12$, which gives $\sin(\pi d/2)$ in the numerator.

## The Lean file

```lean
import Mathlib

open Finset ComplexConjugate
open Complex (I)
open scoped Real

namespace AnnuleneValence

noncomputable section

/-- Momentum orbital `k` of a ring of `N` sites, evaluated at site `r`. -/
def orbital (N : ℕ) (k r : ℤ) : ℂ :=
  Complex.exp (2 * π * I * (k * r) / N) / ((√(N : ℝ) : ℝ) : ℂ)

/-- The nearest-neighbour Hueckel Hamiltonian acting on site amplitudes `ψ`. -/
def huckel (α β : ℝ) (ψ : ℤ → ℂ) (r : ℤ) : ℂ := α * ψ r + β * (ψ (r + 1) + ψ (r - 1))

/-- Charge and bond-order matrix when the momenta in `S` are doubly occupied. -/
def bondOrder (N : ℕ) (S : Finset ℤ) (r s : ℤ) : ℂ :=
  2 * ∑ k ∈ S, orbital N k r * conj (orbital N k s)

/-- Number of electrons per site when the momenta in `S` are doubly occupied. -/
def siteCharge (N : ℕ) (S : Finset ℤ) : ℝ := 2 * S.card / N

/-- The closed shell of momenta `-m, ..., m`. -/
def shell (m : ℕ) : Finset ℤ := Icc (-(m : ℤ)) m

/-- A momentum orbital is periodic around the ring and solves the Hueckel equation with
energy `α + 2 β cos (2 π k / N)`. -/
theorem orbital_huckel (N : ℕ) (hN : 0 < N) (α β : ℝ) (k r : ℤ) :
    orbital N k (r + N) = orbital N k r ∧
    huckel α β (orbital N k) r
      = ((α + 2 * β * Real.cos (2 * π * k / N) : ℝ) : ℂ) * orbital N k r := by
  have hN0 : (N : ℂ) ≠ 0 := by exact_mod_cast hN.ne'
  constructor
  · have h : 2 * π * I * (k * ((r + (N : ℤ) : ℤ) : ℂ)) / N
        = 2 * π * I * (k * r) / N + k * (2 * π * I) := by
      push_cast; field_simp
    unfold orbital
    rw [h, Complex.exp_add, Complex.exp_int_mul_two_pi_mul_I, mul_one]
  · have hp : orbital N k (r + 1) = orbital N k r * Complex.exp (2 * π * k / N * I) := by
      unfold orbital
      rw [div_mul_eq_mul_div, ← Complex.exp_add]; congr 2; push_cast; ring
    have hm : orbital N k (r - 1) = orbital N k r * Complex.exp (-(2 * π * k / N) * I) := by
      unfold orbital
      rw [div_mul_eq_mul_div, ← Complex.exp_add]; congr 2; push_cast; ring
    have hc : 2 * Complex.cos (2 * π * k / N) = Complex.exp (2 * π * k / N * I)
        + Complex.exp (-(2 * π * k / N) * I) := by rw [Complex.two_cos]
    simp only [huckel]
    rw [hp, hm]
    push_cast
    linear_combination (-(β : ℂ) * orbital N k r) * hc

/-- The product of an orbital amplitude with a conjugate amplitude is one phase over `N`. -/
theorem orbital_mul_conj (N : ℕ) (k l r s : ℤ) :
    orbital N k r * conj (orbital N l s)
      = Complex.exp (2 * π * I * (k * r - l * s) / N) / N := by
  have h1 : ((√(N : ℝ) : ℝ) : ℂ) * ((√(N : ℝ) : ℝ) : ℂ) = N := by
    rw [← Complex.ofReal_mul, Real.mul_self_sqrt (Nat.cast_nonneg N), Complex.ofReal_natCast]
  have h2 : conj (Complex.exp (2 * π * I * (l * s) / N))
      = Complex.exp (-(2 * π * I * (l * s) / N)) := by
    rw [← Complex.exp_conj]; congr 1
    simp only [map_div₀, map_mul, Complex.conj_ofReal, Complex.conj_I, map_natCast,
      map_intCast, map_ofNat]
    ring
  unfold orbital
  rw [map_div₀, h2, Complex.conj_ofReal, div_mul_div_comm, h1, ← Complex.exp_add]
  congr 2; ring

/-- Orbitals whose momenta differ by less than `N` are orthonormal over any `N`
consecutive sites. -/
theorem orbital_orthonormal (N : ℕ) (a k l : ℤ) (h : |k - l| < N) :
    ∑ t ∈ range N, orbital N k (a + t) * conj (orbital N l (a + t))
      = if k = l then 1 else 0 := by
  have hpos : (0 : ℤ) < N := lt_of_le_of_lt (abs_nonneg _) h
  have hN0 : (N : ℂ) ≠ 0 := by exact_mod_cast hpos.ne'
  split_ifs with hkl
  · subst hkl
    simp_rw [orbital_mul_conj]
    simp [hN0]
  · -- a geometric sum over a root of unity different from 1
    have hterm : ∀ t : ℕ, orbital N k (a + t) * conj (orbital N l (a + t))
        = Complex.exp (2 * π * I * ((k - l) * a) / N) / N
          * Complex.exp (2 * π * I * (k - l) / N) ^ t := by
      intro t
      rw [orbital_mul_conj, ← Complex.exp_nat_mul, div_mul_eq_mul_div, ← Complex.exp_add]
      congr 2; push_cast; ring
    have hwN : Complex.exp (2 * π * I * (k - l) / N) ^ N = 1 := by
      have e : (N : ℂ) * (2 * π * I * (k - l) / N) = ((k - l : ℤ) : ℂ) * (2 * π * I) := by
        push_cast; field_simp
      rw [← Complex.exp_nat_mul, e, Complex.exp_int_mul_two_pi_mul_I]
    have hw : Complex.exp (2 * π * I * (k - l) / N) ≠ 1 := by
      intro h1
      obtain ⟨n, hn⟩ := Complex.exp_eq_one_iff.mp h1
      rw [div_eq_iff hN0] at hn
      have h2 : ((k : ℂ) - l) = n * N :=
        mul_left_cancel₀ Complex.two_pi_I_ne_zero (by linear_combination hn)
      have h3 : k - l = n * N := by exact_mod_cast h2
      have h4 := abs_lt.mp h
      rcases lt_trichotomy n 0 with hn0 | hn0 | hn0
      · have h5 : n ≤ -1 := by omega
        nlinarith [mul_nonneg (sub_nonneg.2 h5) hpos.le]
      · rw [hn0, zero_mul] at h3; omega
      · have h5 : 1 ≤ n := by omega
        nlinarith [mul_nonneg (sub_nonneg.2 h5) hpos.le]
    simp_rw [hterm]
    rw [← mul_sum, geom_sum_eq hw, hwN]; simp

/-- If the occupied momenta differ by less than `N`, then `P P = 2 P`, the inner index
running over any `N` consecutive sites. -/
theorem bondOrder_mul_self (N : ℕ) (S : Finset ℤ) (hS : ∀ k ∈ S, ∀ l ∈ S, |k - l| < N)
    (a r s : ℤ) :
    ∑ t ∈ range N, bondOrder N S r (a + t) * bondOrder N S (a + t) s
      = 2 * bondOrder N S r s := by
  have h1 : ∀ x, bondOrder N S r x * bondOrder N S x s = ∑ k ∈ S, ∑ l ∈ S,
      4 * (orbital N k r * conj (orbital N l s)) * (orbital N l x * conj (orbital N k x)) := by
    intro x
    unfold bondOrder
    rw [mul_mul_mul_comm, sum_mul_sum, mul_sum]
    refine sum_congr rfl fun k _ => ?_
    rw [mul_sum]
    refine sum_congr rfl fun l _ => ?_
    ring
  simp_rw [h1]
  rw [sum_comm]
  trans ∑ k ∈ S, 4 * (orbital N k r * conj (orbital N k s))
  · -- orthonormality keeps only l = k
    refine sum_congr rfl fun k hk => ?_
    rw [sum_comm]
    simp_rw [← mul_sum]
    rw [sum_eq_single_of_mem k hk]
    · rw [orbital_orthonormal N a k k (hS k hk k hk), if_pos rfl, mul_one]
    · intro l hl hne
      rw [orbital_orthonormal N a l k (hS l hl k hk), if_neg hne, mul_zero]
  · rw [← mul_sum]; unfold bondOrder; ring

/-- Every diagonal element of `P` equals the number of electrons per site. -/
theorem bondOrder_diag (N : ℕ) (S : Finset ℤ) (r : ℤ) :
    bondOrder N S r r = (siteCharge N S : ℂ) := by
  unfold bondOrder siteCharge
  simp only [orbital_mul_conj, sub_self, mul_zero, zero_div, Complex.exp_zero, sum_const,
    nsmul_eq_mul]
  push_cast; ring

/-- For occupied momenta differing by less than `N`, the squared moduli of the bond orders from
site `r` to the other `N - 1` sites sum to `q (2 - q)`, with `q` the electrons per site. -/
theorem valence_sum (N : ℕ) (hN : 0 < N) (S : Finset ℤ) (hS : ∀ k ∈ S, ∀ l ∈ S, |k - l| < N)
    (r : ℤ) :
    ∑ d ∈ Ioo 0 N, ‖bondOrder N S r (r + d)‖ ^ 2 = siteCharge N S * (2 - siteCharge N S) := by
  have herm : ∀ x, bondOrder N S x r = conj (bondOrder N S r x) := by
    intro x
    unfold bondOrder
    rw [map_mul, map_sum, map_ofNat]
    congr 1
    refine sum_congr rfl fun k _ => ?_
    rw [map_mul, Complex.conj_conj, mul_comm]
  have hsq : ∀ x, bondOrder N S r x * bondOrder N S x r
      = ((‖bondOrder N S r x‖ ^ 2 : ℝ) : ℂ) := by
    intro x
    rw [herm x, Complex.mul_conj, Complex.normSq_eq_norm_sq]
  have h := bondOrder_mul_self N S hS r r r
  simp_rw [hsq] at h
  rw [bondOrder_diag] at h
  have h' : ∑ t ∈ range N, ‖bondOrder N S r (r + t)‖ ^ 2 = 2 * siteCharge N S := by
    exact_mod_cast h
  -- split off the on-site term
  have hr : range N = insert 0 (Ioo 0 N) := by
    ext t; simp only [mem_range, mem_insert, mem_Ioo]; omega
  rw [hr, sum_insert (by simp), Nat.cast_zero, add_zero, bondOrder_diag, Complex.norm_real,
    Real.norm_eq_abs, sq_abs] at h'
  linear_combination h'

/-- Dirichlet kernel: `sin x` times the sum of the phases `exp (-2 i k x)` over the closed shell
is `sin ((2 m + 1) x)`. -/
theorem dirichlet_kernel (x : ℂ) (m : ℕ) :
    Complex.sin x * ∑ k ∈ shell m, Complex.exp (-(2 * k * x) * I)
      = Complex.sin ((2 * m + 1) * x) := by
  induction m with
  | zero => simp [shell]
  | succ m ih =>
    obtain ⟨y, hy⟩ : ∃ y, y = 2 * ((m : ℂ) + 1) * x := ⟨_, rfl⟩
    have hI : shell (m + 1) = insert (-((m : ℤ) + 1)) (insert ((m : ℤ) + 1) (shell m)) := by
      ext k; simp only [shell, mem_insert, mem_Icc]; omega
    have h1 : Complex.exp (-(2 * ((-((m : ℤ) + 1) : ℤ) : ℂ) * x) * I)
        = Complex.exp (y * I) := by congr 1; rw [hy]; push_cast; ring
    have h2 : Complex.exp (-(2 * (((m : ℤ) + 1 : ℤ) : ℂ) * x) * I)
        = Complex.exp (-y * I) := by congr 1; rw [hy]; push_cast; ring
    have h3 : (2 * ((m + 1 : ℕ) : ℂ) + 1) * x = y + x := by rw [hy]; push_cast; ring
    have h4 : (2 * (m : ℂ) + 1) * x = y - x := by rw [hy]; ring
    have hc : 2 * Complex.cos y = Complex.exp (y * I) + Complex.exp (-y * I) := by
      rw [Complex.two_cos]
    rw [h4, Complex.sin_sub] at ih
    rw [hI, sum_insert (by simp only [shell, mem_insert, mem_Icc]; omega),
      sum_insert (by simp only [shell, mem_Icc]; omega), h1, h2, h3, Complex.sin_add]
    linear_combination ih - Complex.sin x * hc

/-- With momenta `-m, ..., m` doubly occupied in a ring of any size `N`, the bond order at
separation `0 < d < N` is `2 sin ((2 m + 1) π d / N) / (N sin (π d / N))`. -/
theorem bondOrder_shell (N m d : ℕ) (hd : 0 < d) (hdN : d < N) (r : ℤ) :
    bondOrder N (shell m) r (r + d)
      = ((2 * Real.sin ((2 * m + 1) * (π * d / N)) / (N * Real.sin (π * d / N)) : ℝ) : ℂ) := by
  have hN : 0 < N := hd.trans hdN
  have hN0 : (N : ℂ) ≠ 0 := by exact_mod_cast hN.ne'
  have hpos : 0 < Real.sin (π * d / N) := by
    refine Real.sin_pos_of_pos_of_lt_pi (by positivity) ?_
    rw [div_lt_iff₀ (by positivity)]
    exact mul_lt_mul_of_pos_left (by exact_mod_cast hdN) Real.pi_pos
  have hs : Complex.sin (π * d / N) ≠ 0 := by
    have e : Complex.sin (π * d / N) = ((Real.sin (π * d / N) : ℝ) : ℂ) := by
      push_cast; rfl
    rw [e]; exact Complex.ofReal_ne_zero.mpr hpos.ne'
  have hterm : ∀ k : ℤ, orbital N k r * conj (orbital N k (r + d))
      = Complex.exp (-(2 * k * (π * d / N)) * I) / N := by
    intro k
    rw [orbital_mul_conj]; congr 2; push_cast; ring
  have key : ∀ A s : ℂ, s ≠ 0 → 2 * (A / N) = 2 * (s * A) / (N * s) := by
    intro A s hs0; field_simp
  unfold bondOrder
  simp_rw [hterm]
  rw [← sum_div]
  push_cast
  rw [← dirichlet_kernel (π * d / N) m]
  exact key _ _ hs

/-- For a closed shell of `2 m + 1 ≤ N` orbitals the sum of squared bond orders from a site is at
most one, and it equals one exactly when `N = 4 m + 2`. -/
theorem valence_shell (N m : ℕ) (hm : 2 * m + 1 ≤ N) (r : ℤ) :
    ∑ d ∈ Ioo 0 N, ‖bondOrder N (shell m) r (r + d)‖ ^ 2 ≤ 1 ∧
    (∑ d ∈ Ioo 0 N, ‖bondOrder N (shell m) r (r + d)‖ ^ 2 = 1 ↔ N = 4 * m + 2) := by
  have hN : 0 < N := by omega
  have hN0 : (N : ℝ) ≠ 0 := by exact_mod_cast hN.ne'
  have hS : ∀ k ∈ shell m, ∀ l ∈ shell m, |k - l| < N := by
    intro k hk l hl
    simp only [shell, mem_Icc] at hk hl
    rw [abs_lt]; omega
  have hcard : (shell m).card = 2 * m + 1 := by rw [shell, Int.card_Icc]; omega
  have hq : siteCharge N (shell m) * N = 4 * m + 2 := by
    unfold siteCharge
    rw [hcard, div_mul_cancel₀ _ hN0]; push_cast; ring
  rw [valence_sum N hN _ hS]
  generalize siteCharge N (shell m) = q at hq ⊢
  refine ⟨by nlinarith [sq_nonneg (q - 1)], fun h => ?_, fun h => ?_⟩
  · have h2 : (q - 1) ^ 2 = 0 := by linear_combination -h
    have h3 : q - 1 = 0 := (pow_eq_zero_iff two_ne_zero).mp h2
    have h4 : (N : ℝ) = 4 * m + 2 := by linear_combination hq - N * h3
    exact_mod_cast h4
  · have hc : (N : ℝ) = 4 * m + 2 := by exact_mod_cast h
    have h1 : q = 1 := mul_right_cancel₀ hN0 (by linear_combination hq - hc)
    rw [h1]; norm_num

/-- For `N = 4 m + 2` sites with momenta `-m, ..., m` doubly occupied, the bond order at
separation `0 < d < N` is `2 sin (π d / 2) / (N sin (π d / N))`, and the squares of these bond
orders sum to one over `d`. -/
theorem annulene_valence (N m : ℕ) (hN : N = 4 * m + 2) (r : ℤ) :
    (∀ d : ℕ, 0 < d → d < N → bondOrder N (shell m) r (r + d)
      = ((2 * Real.sin (π * d / 2) / (N * Real.sin (π * d / N)) : ℝ) : ℂ)) ∧
    ∑ d ∈ Ioo 0 N, ‖bondOrder N (shell m) r (r + d)‖ ^ 2 = 1 ∧
    ∑ d ∈ Ioo 0 N, (2 * Real.sin (π * d / 2) / (N * Real.sin (π * d / N))) ^ 2 = 1 := by
  have hc : (N : ℝ) = 4 * m + 2 := by exact_mod_cast hN
  have hN0 : (N : ℝ) ≠ 0 := by rw [hc]; positivity
  have h1 : ∀ d : ℕ, 0 < d → d < N → bondOrder N (shell m) r (r + d)
      = ((2 * Real.sin (π * d / 2) / (N * Real.sin (π * d / N)) : ℝ) : ℂ) := by
    intro d hd hdN
    have e : (2 * (m : ℝ) + 1) * (π * d / N) = π * d / 2 := by
      rw [mul_div_assoc', div_eq_div_iff hN0 two_ne_zero, hc]; ring
    rw [bondOrder_shell N m d hd hdN, e]
  have hv := (valence_shell N m (by omega) r).2.mpr hN
  refine ⟨h1, hv, Eq.trans (sum_congr rfl fun d hd => ?_) hv⟩
  rw [h1 d (mem_Ioo.mp hd).1 (mem_Ioo.mp hd).2, Complex.norm_real, Real.norm_eq_abs, sq_abs]

end

end AnnuleneValence
```

```lean
#print axioms AnnuleneValence.orbital_huckel
#print axioms AnnuleneValence.bondOrder_shell
#print axioms AnnuleneValence.annulene_valence
```

```
'AnnuleneValence.orbital_huckel' depends on axioms: [propext, Classical.choice, Quot.sound]
'AnnuleneValence.bondOrder_shell' depends on axioms: [propext, Classical.choice, Quot.sound]
'AnnuleneValence.annulene_valence' depends on axioms: [propext, Classical.choice, Quot.sound]
```

## How the lemmas follow the algebra

`orbital_huckel` ties the orbitals to the Hamiltonian, and no later theorem calls it. Its steps `hp` and `hm` are the two shift relations and `hc` is the cosine identity. `orbital_mul_conj` is the single-phase formula, with `h1` for $\sqrt N\sqrt N=N$ and `h2` for the sign change of the exponent under conjugation.

In `orbital_orthonormal`, `hterm` writes each term as a constant times $w^t$, and `hwN` is $w^N=1$. For `hw`, the equation $w=1$ would force $k-l=nN$ with integer $n$, and the cases $n<0$, $n=0$, $n>0$ each contradict $0<|k-l|<N$. Then `geom_sum_eq` sums the series. `bondOrder_mul_self` expands the product into the double sum in `h1`, moves the site sum inside with `sum_comm`, and keeps only $l=k$ through `sum_eq_single_of_mem`. `valence_sum` proves hermiticity as `herm`, calls `bondOrder_mul_self N S hS r r r`, evaluates the diagonal by `bondOrder_diag`, and removes the on-site term with `hr`.

`dirichlet_kernel` holds for complex $x$. The step `hI` adds the momenta $\pm(m+1)$ to the shell, `h3` and `h4` rewrite the two sine arguments as $y+x$ and $y-x$, and `linear_combination ih - Complex.sin x * hc` is the comparison of increments made above. `bondOrder_shell` obtains $\sin x>0$ as `hpos` and divides by it, with no relation assumed between $m$ and $N$. `valence_shell` checks the momentum condition from $2m+1\le N$, records $qN=4m+2$ as `hq`, and argues from $(q-1)^2$. `annulene_valence` rewrites the sine argument in `e` and transfers the sum term by term to the closed form.

## Small rings that break a hypothesis

The numerical cases and the program lines below are illustrations, not theorems of the file. Take $N=4$, $m=1$, six electrons on four sites, so that $N\neq4m+2$. The formula of `bondOrder_shell` gives $\tfrac12,-\tfrac12,\tfrac12$, and the squares add to $\tfrac34 = q(2-q)$ with $q=\tfrac32$. The form with $\sin(\pi d/2)$ would put $0$ at $d=2$.

Now take $N=2$, $m=1$, which violates $2m+1\le N$ since $3>2$. Here $k=1$ and $k=-1$ are the same orbital, listed twice, so this is not a physical filling and serves only to test the hypothesis. Here $P(r,r+1) = 1-1-1 = -1$, so the sum is $1$ although $N\ne6$, and $q=3$ makes $q(2-q)=-3$. The bound $d<N$ is needed too: at $d=N$ the matrix element is $q$, while the denominator vanishes and Lean's division by zero returns $0$.

## The same step in a Hückel program

A program forms $P=2CC^\dagger$ from the matrix $C$ whose columns are the occupied orbitals, squares the moduli, and sums each row without its diagonal entry. In the lines below `np` is NumPy.

```python
N, m = 6, 1
r, k = np.arange(N), np.arange(-m, m + 1)
C = np.exp(2j * np.pi * np.outer(r, k) / N) / np.sqrt(N)
P = 2 * C @ C.conj().T
valence = (abs(P)**2).sum(axis=1) - abs(np.diag(P))**2
```

Every entry of `valence` is $1$ up to rounding, and `P @ P` agrees with `2 * P`. For $\beta\ne0$ an eigensolver for real symmetric matrices, such as `np.linalg.eigh`, applied to the Hückel matrix returns real-valued orthonormal combinations of $\psi_k$ and $\psi_{-k}$, which leave $P$ unchanged when both members of each pair are occupied.
